# For translation-invariant Heisenberg exchange on a finite periodic lattice with one spin per cell, a coplanar spiral is a classical ground state

Let unit vectors $S_x\in\mathbb R^3$ sit on the $N=L^d$ sites of $(\mathbb Z/L)^d$, with $L\ge 1$, and let $J$ be a real function on the lattice. Then

$$E(S)=\sum_{x,y}J(x-y)\,S_x\cdot S_y\;\ge\;N\min_q\hat J(q),$$

where $\hat J$ is the cosine transform of $J$. A spiral at a minimizing wavevector attains equality. For even $J$, $\hat J$ is the discrete Fourier transform.

## The spin model and its Lean form

Competing exchange couplings can prevent every bond from having its lowest energy at once. The bound turns the search over all spin fields into a minimization over $N$ wavevectors.

Sites $x,y$ and wavevector labels $q$ all belong to `Lattice d L`, the functions `Fin d → ZMod L`. If $x$ counts steps along primitive lattice vectors $a_j$, the physical wavevector is, up to a reciprocal lattice vector, $\sum_j(q_j/L)\,b_j$ with $a_i\cdot b_j=2\pi\delta_{ij}$. The phase `phase q x` is

$$\varphi_q(x)=\frac{2\pi}{L}\,(q\cdot x \bmod L).$$

The transform `Jhat J q` is $\hat J(q)=\sum_r J(r)\cos\varphi_q(r)$. A spin field is a function `S : Lattice d L → Fin 3 → ℝ`, and `IsUnitField S` says that every spin has length one. `Fintype.card (Lattice d L)` is $N$.

In `energy`, positive $J$ favours antiparallel spins. The sum runs over ordered pairs, so each bond appears twice, and $J(0)$ adds the constant $N J(0)$.

The model is classical and isotropic, with one spin per cell and no applied field. Only wavevectors that fit the periodic lattice occur. With several spins per cell $\hat J$ becomes a matrix, a case not treated here.

## The bound, the spiral and every other ground state

`spiral_is_ground_state` takes a $Q$ with $\hat J(Q)\le\hat J(q)$ for all $q$; one exists because the lattice is finite and nonempty. It states that the field $(\cos\varphi_Q(x),\sin\varphi_Q(x),0)$ has unit spins and energy $N\min_q\hat J(q)$, and that no unit field lies lower. The minimum is written `⨅ q, Jhat J q`.

`ground_state_iff` describes all ground states through the structure factor

$$P(q)=\sum_i\Big[\Big(\sum_x S_x^i\cos\varphi_q(x)\Big)^2+\Big(\sum_x S_x^i\sin\varphi_q(x)\Big)^2\Big],$$

where $i$ labels spin components. A unit field has the minimal energy exactly when $P(q)\neq0$ only at minimizing $q$. The normalised structure factor is $P(q)/N$, which sums to $N$ over all $q$.

For exchange constants taken from an electronic-structure calculation, converted to the sign and pair counting of `energy` and used in this classical one-spin-per-cell model, the bound gives the exact minimum energy against which a numerical minimization on the same finite periodic lattice can be checked.

## From plane waves to the energy bound

**Phases.** Reduction modulo $L$ changes a phase by a multiple of $2\pi$, so $\cos\varphi_q(x\pm y)=\cos(\varphi_q(x)\pm\varphi_q(y))$.

**Orthogonality.** Let $T=\sum_q e^{\mathrm i\varphi_q(r)}$, with $\mathrm i$ the imaginary unit. If $r=0$, then $T=N$. If some coordinate $r_i\ne0$, shifting $q$ by one unit along $i$ permutes the terms and multiplies $T$ by $e^{2\pi\mathrm i r_i/L}\neq1$, so $T=0$. The real part gives $\sum_q\cos\varphi_q(r)=N\delta_{r,0}$.

**Inversion.** The product formula for cosines gives

$$\begin{aligned}\sum_q\hat J(q)\cos\varphi_q(s)&=\sum_r J(r)\,\tfrac12\sum_q\big[\cos\varphi_q(r-s)+\cos\varphi_q(r+s)\big]\\&=\tfrac N2\,[J(s)+J(-s)].\end{aligned}$$

**Energy.** Expanding the squares in $P$ gives

$$P(q)=\sum_{x,y}S_x\cdot S_y\cos\varphi_q(x-y).$$

Summing over $q$ leaves only $x=y$, so $\sum_qP(q)=N\sum_x|S_x|^2=N^2$. Weighting by $\hat J(q)$ and using the inversion gives

$$\sum_q\hat J(q)P(q)=\tfrac N2\sum_{x,y}[J(x-y)+J(y-x)]\,S_x\cdot S_y=N E(S),$$

because exchanging $x$ and $y$ shows that both halves are equal. Hence, for every real $m$,

$$N\,(E(S)-Nm)=\sum_q(\hat J(q)-m)\,P(q).$$

With $m=\min_q\hat J(q)$ every term on the right is nonnegative, which proves the bound. Equality holds exactly when every term vanishes, which is the condition on $P$.

**Spiral.** Here $S_x\cdot S_y=\cos(\varphi_Q(x)-\varphi_Q(y))=\cos\varphi_Q(x-y)$, which is $1$ at $x=y$. For fixed $y$, the substitution $r=x-y$ turns the sum over $x$ into $\hat J(Q)$. Summing over $y$ gives $E=N\hat J(Q)$, for any $Q$.

**Even coupling.** The complex transform is

$$\sum_rJ(r)e^{-\mathrm i\varphi_q(r)}=\hat J(q)-\mathrm i\sum_rJ(r)\sin\varphi_q(r).$$

If $J(-r)=J(r)$, the substitution $r\to-r$ reverses the sign of the sine sum, which is therefore zero.

## Three sites without evenness

Take $d=1$, $L=3$, $J(1)=1$ and $J(0)=J(2)=0$. The complex transform at $q=1$ is $e^{-2\pi\mathrm i/3}=-\tfrac12-\tfrac{\sqrt3}{2}\mathrm i$, so it is not real and differs from $\hat J(1)=-\tfrac12$. The energy bound survives: it reads $E\ge-\tfrac32$, and the $120^\circ$ spiral attains it. Evenness is needed to identify the two transforms, not for the bound.

## The complete Lean file

```lean
import Mathlib

open Matrix

namespace SpiralGroundState

noncomputable section

/-- The periodic lattice `(Z/L)^d`; its wavevectors are labelled by the same set. -/
abbrev Lattice (d L : ℕ) := Fin d → ZMod L

variable {d L : ℕ} [NeZero L]

/-- The phase `2π (q·x)/L` of the wavevector `q` at the site `x`, reduced to `[0, 2π)`. -/
def phase (q x : Lattice d L) : ℝ := 2 * Real.pi * ((q ⬝ᵥ x).val : ℝ) / (L : ℝ)

/-- The cosine transform of the exchange coupling. -/
def Jhat (J : Lattice d L → ℝ) (q : Lattice d L) : ℝ := ∑ r, J r * Real.cos (phase q r)

/-- The classical exchange energy, summed over all ordered pairs of sites. -/
def energy (J : Lattice d L → ℝ) (S : Lattice d L → Fin 3 → ℝ) : ℝ :=
  ∑ x, ∑ y, J (x - y) * (S x ⬝ᵥ S y)

/-- Every spin has unit length. -/
def IsUnitField (S : Lattice d L → Fin 3 → ℝ) : Prop := ∀ x, S x ⬝ᵥ S x = 1

/-- The coplanar spiral `(cos φ, sin φ, 0)` with `φ = phase Q x`. -/
def spiral (Q x : Lattice d L) : Fin 3 → ℝ :=
  ![Real.cos (phase Q x), Real.sin (phase Q x), 0]

/-- The unnormalised structure factor: the squared length of the Fourier component of the
spin field at `q`. -/
def structureFactor (S : Lattice d L → Fin 3 → ℝ) (q : Lattice d L) : ℝ :=
  ∑ i, ((∑ x, S x i * Real.cos (phase q x)) ^ 2 + (∑ x, S x i * Real.sin (phase q x)) ^ 2)

/-- The standard character of `Z/L` at `q·x` is the plane wave with phase `phase q x`. -/
theorem character_eq_wave (q x : Lattice d L) :
    ZMod.stdAddChar (q ⬝ᵥ x) = Complex.exp ((phase q x : ℂ) * Complex.I) := by
  rw [ZMod.stdAddChar_apply, ZMod.toCircle_apply]
  simp only [phase, Complex.ofReal_div, Complex.ofReal_mul, Complex.ofReal_natCast,
    Complex.ofReal_ofNat]
  congr 1
  ring

/-- Inside a cosine, the phase of a difference or sum of sites is the difference or sum of
the phases. -/
theorem cos_phase (q x y : Lattice d L) :
    Real.cos (phase q (x - y)) = Real.cos (phase q x - phase q y) ∧
    Real.cos (phase q (x + y)) = Real.cos (phase q x + phase q y) := by
  have h1 : Complex.exp ((phase q (x - y) : ℂ) * Complex.I)
      = Complex.exp (((phase q x - phase q y : ℝ) : ℂ) * Complex.I) := by
    rw [← character_eq_wave, dotProduct_sub, AddChar.map_sub_eq_div, character_eq_wave,
      character_eq_wave, ← Complex.exp_sub]
    congr 1
    push_cast
    ring
  have h2 : Complex.exp ((phase q (x + y) : ℂ) * Complex.I)
      = Complex.exp (((phase q x + phase q y : ℝ) : ℂ) * Complex.I) := by
    rw [← character_eq_wave, dotProduct_add, AddChar.map_add_eq_mul, character_eq_wave,
      character_eq_wave, ← Complex.exp_add]
    congr 1
    push_cast
    ring
  have h3 := congrArg Complex.re h1
  have h4 := congrArg Complex.re h2
  rw [Complex.exp_ofReal_mul_I_re, Complex.exp_ofReal_mul_I_re] at h3 h4
  exact ⟨h3, h4⟩

/-- For an even coupling the complex discrete Fourier transform is real and equals `Jhat`. -/
theorem dft_eq_Jhat_of_even (J : Lattice d L → ℝ) (hJ : ∀ r, J (-r) = J r)
    (q : Lattice d L) :
    ∑ r, (J r : ℂ) * Complex.exp (-((phase q r : ℂ) * Complex.I)) = (Jhat J q : ℂ) := by
  have hsin : ∀ r, Real.sin (phase q (-r)) = -Real.sin (phase q r) := by
    intro r
    have h : Complex.exp ((phase q (-r) : ℂ) * Complex.I)
        = Complex.exp (((-phase q r : ℝ) : ℂ) * Complex.I) := by
      rw [← character_eq_wave, dotProduct_neg, AddChar.map_neg_eq_inv, character_eq_wave,
        ← Complex.exp_neg]
      congr 1
      push_cast
      ring
    have h' := congrArg Complex.im h
    rwa [Complex.exp_ofReal_mul_I_im, Complex.exp_ofReal_mul_I_im, Real.sin_neg] at h'
  -- the sine part is odd under inversion of the lattice
  have hs : ∑ r, J r * Real.sin (phase q r) = 0 := by
    have h := Equiv.sum_comp (Equiv.neg (Lattice d L)) (fun r => J r * Real.sin (phase q r))
    simp only [Equiv.neg_apply, hJ, hsin, mul_neg, Finset.sum_neg_distrib] at h
    linarith
  have e : ∀ r, (J r : ℂ) * Complex.exp (-((phase q r : ℂ) * Complex.I))
      = ((J r * Real.cos (phase q r) : ℝ) : ℂ)
        - ((J r * Real.sin (phase q r) : ℝ) : ℂ) * Complex.I := by
    intro r
    rw [← neg_mul, Complex.exp_mul_I, Complex.cos_neg, Complex.sin_neg]
    push_cast
    ring
  rw [Finset.sum_congr rfl (fun r _ => e r), Finset.sum_sub_distrib, ← Finset.sum_mul,
    ← Complex.ofReal_sum, ← Complex.ofReal_sum, hs]
  simp [Jhat]

/-- The sum of `cos (phase q r)` over all wavevectors `q` is the number of sites if `r = 0` and zero
otherwise. -/
theorem sum_cos_phase (r : Lattice d L) :
    ∑ q : Lattice d L, Real.cos (phase q r)
      = if r = 0 then (Fintype.card (Lattice d L) : ℝ) else 0 := by
  split_ifs with h
  · subst h
    simp [phase]
  · obtain ⟨i, hi⟩ := Function.ne_iff.mp h
    have hne : ZMod.stdAddChar ((Pi.single i 1 : Lattice d L) ⬝ᵥ r) ≠ (1 : ℂ) := by
      rw [single_dotProduct, one_mul]
      intro h1
      exact hi (ZMod.injective_stdAddChar (h1.trans (AddChar.map_zero_eq_one _).symm))
    -- shifting `q` by one unit multiplies the sum by a factor different from one
    have h2 : ZMod.stdAddChar ((Pi.single i 1 : Lattice d L) ⬝ᵥ r)
        * ∑ q : Lattice d L, ZMod.stdAddChar (q ⬝ᵥ r)
        = ∑ q : Lattice d L, (ZMod.stdAddChar (q ⬝ᵥ r) : ℂ) := by
      rw [Finset.mul_sum]
      refine Eq.trans ?_ (Equiv.sum_comp (Equiv.addLeft (Pi.single i 1 : Lattice d L))
        (fun q => (ZMod.stdAddChar (q ⬝ᵥ r) : ℂ)))
      refine Finset.sum_congr rfl fun q _ => ?_
      simp only [Equiv.coe_addLeft, add_dotProduct, AddChar.map_add_eq_mul]
    have hs : ∑ q : Lattice d L, (ZMod.stdAddChar (q ⬝ᵥ r) : ℂ) = 0 :=
      (mul_eq_zero.mp (by linear_combination h2 :
        (ZMod.stdAddChar ((Pi.single i 1 : Lattice d L) ⬝ᵥ r) - 1)
          * ∑ q : Lattice d L, (ZMod.stdAddChar (q ⬝ᵥ r) : ℂ) = 0)).resolve_left
        (sub_ne_zero.mpr hne)
    have h3 := congrArg Complex.re hs
    simpa only [character_eq_wave, Complex.re_sum, Complex.exp_ofReal_mul_I_re,
      Complex.zero_re] using h3

/-- The sum of `Jhat J q * cos (phase q s)` over all `q` is the number of sites times the average of
`J s` and `J (-s)`. -/
theorem Jhat_inversion (J : Lattice d L → ℝ) (s : Lattice d L) :
    ∑ q, Jhat J q * Real.cos (phase q s)
      = (Fintype.card (Lattice d L) : ℝ) * ((J s + J (-s)) / 2) := by
  calc ∑ q, Jhat J q * Real.cos (phase q s)
      = ∑ r, J r * ((∑ q : Lattice d L, Real.cos (phase q (r - s))
          + ∑ q : Lattice d L, Real.cos (phase q (r + s))) / 2) := by
        simp only [Jhat, Finset.sum_mul]
        rw [Finset.sum_comm]
        refine Finset.sum_congr rfl fun r _ => ?_
        rw [← Finset.sum_add_distrib, Finset.sum_div, Finset.mul_sum]
        refine Finset.sum_congr rfl fun q _ => ?_
        rw [(cos_phase q r s).1, (cos_phase q r s).2, Real.cos_sub, Real.cos_add]
        ring
    _ = _ := by
        simp only [sum_cos_phase, sub_eq_zero, add_eq_zero_iff_eq_neg, add_div, mul_add,
          Finset.sum_add_distrib, ite_div, zero_div, mul_ite, mul_zero,
          Finset.sum_ite_eq', Finset.mem_univ, if_true]
        ring

/-- A weighted sum of the structure factor over wavevectors is a sum of spin correlations
over pairs of sites. -/
theorem sum_mul_structureFactor (w : Lattice d L → ℝ) (S : Lattice d L → Fin 3 → ℝ) :
    ∑ q, w q * structureFactor S q
      = ∑ x, ∑ y, (S x ⬝ᵥ S y) * ∑ q, w q * Real.cos (phase q (x - y)) := by
  have hP : ∀ q, structureFactor S q
      = ∑ x, ∑ y, (S x ⬝ᵥ S y) * Real.cos (phase q (x - y)) := by
    intro q
    simp only [structureFactor, sq, Finset.sum_mul_sum, ← Finset.sum_add_distrib]
    rw [Finset.sum_comm]
    refine Finset.sum_congr rfl fun x _ => ?_
    rw [Finset.sum_comm]
    refine Finset.sum_congr rfl fun y _ => ?_
    rw [(cos_phase q x y).1, Real.cos_sub, dotProduct, Finset.sum_mul]
    refine Finset.sum_congr rfl fun i _ => ?_
    ring
  simp only [hP, Finset.mul_sum]
  rw [Finset.sum_comm]
  refine Finset.sum_congr rfl fun x _ => ?_
  rw [Finset.sum_comm]
  refine Finset.sum_congr rfl fun y _ => Finset.sum_congr rfl fun q _ => ?_
  ring

/-- For unit spins on `N` sites, `N` times the energy measured from `N m` is the sum over
wavevectors of `Jhat - m` weighted by the structure factor. -/
theorem energy_gap (J : Lattice d L → ℝ) {S : Lattice d L → Fin 3 → ℝ}
    (hS : IsUnitField S) (m : ℝ) :
    (Fintype.card (Lattice d L) : ℝ) * (energy J S - Fintype.card (Lattice d L) * m)
      = ∑ q, (Jhat J q - m) * structureFactor S q := by
  -- total weight of the structure factor
  have hP : ∑ q, structureFactor S q
      = (Fintype.card (Lattice d L) : ℝ) * Fintype.card (Lattice d L) := by
    have h := sum_mul_structureFactor (fun _ => 1) S
    simp only [one_mul, sum_cos_phase, sub_eq_zero, mul_ite, mul_zero, Finset.sum_ite_eq,
      Finset.mem_univ, if_true] at h
    rw [h, Finset.sum_congr rfl (fun x _ => by rw [hS x, one_mul]), Finset.sum_const,
      Finset.card_univ, nsmul_eq_mul]
  -- the energy in Fourier space
  have hE : ∑ q, Jhat J q * structureFactor S q
      = (Fintype.card (Lattice d L) : ℝ) * energy J S := by
    have hswap : ∑ x, ∑ y, J (y - x) * (S x ⬝ᵥ S y) = energy J S := by
      rw [Finset.sum_comm]
      refine Finset.sum_congr rfl fun x _ => Finset.sum_congr rfl fun y _ => ?_
      rw [dotProduct_comm]
    rw [sum_mul_structureFactor]
    simp only [Jhat_inversion, neg_sub]
    calc _ = (Fintype.card (Lattice d L) : ℝ) / 2
          * (∑ x, ∑ y, J (x - y) * (S x ⬝ᵥ S y) + ∑ x, ∑ y, J (y - x) * (S x ⬝ᵥ S y)) := by
          rw [← Finset.sum_add_distrib, Finset.mul_sum]
          refine Finset.sum_congr rfl fun x _ => ?_
          rw [← Finset.sum_add_distrib, Finset.mul_sum]
          refine Finset.sum_congr rfl fun y _ => ?_
          ring
      _ = _ := by
          rw [hswap, energy]
          ring
  simp only [sub_mul]
  rw [Finset.sum_sub_distrib, ← Finset.mul_sum, hE, hP]
  ring

/-- The spiral at any wavevector `Q` is a unit field with energy `N Jhat(Q)`. -/
theorem spiral_energy (J : Lattice d L → ℝ) (Q : Lattice d L) :
    IsUnitField (spiral Q) ∧
    energy J (spiral Q) = (Fintype.card (Lattice d L) : ℝ) * Jhat J Q := by
  have hdot : ∀ x y, spiral Q x ⬝ᵥ spiral Q y = Real.cos (phase Q (x - y)) := by
    intro x y
    rw [(cos_phase Q x y).1, Real.cos_sub]
    simp [spiral, dotProduct, Fin.sum_univ_three]
  refine ⟨fun x => by rw [hdot, sub_self]; simp [phase], ?_⟩
  have h : ∀ y, ∑ x, J (x - y) * Real.cos (phase Q (x - y)) = Jhat J Q := fun y =>
    Equiv.sum_comp (Equiv.subRight y) (fun r => J r * Real.cos (phase Q r))
  simp only [energy, hdot]
  rw [Finset.sum_comm]
  simp only [h, Finset.sum_const, Finset.card_univ, nsmul_eq_mul]

/-- At a wavevector minimizing `Jhat`, the spiral is a unit field of energy `N min Jhat`, and
no unit field has lower energy. -/
theorem spiral_is_ground_state (J : Lattice d L → ℝ) (Q : Lattice d L)
    (hQ : ∀ q, Jhat J Q ≤ Jhat J q) :
    IsUnitField (spiral Q) ∧
    energy J (spiral Q) = (Fintype.card (Lattice d L) : ℝ) * ⨅ q, Jhat J q ∧
    ∀ S, IsUnitField S → (Fintype.card (Lattice d L) : ℝ) * ⨅ q, Jhat J q ≤ energy J S := by
  have hm : ⨅ q, Jhat J q = Jhat J Q :=
    le_antisymm (ciInf_le (Set.finite_range _).bddBelow Q) (le_ciInf hQ)
  rw [hm]
  refine ⟨(spiral_energy J Q).1, (spiral_energy J Q).2, fun S hS => ?_⟩
  have hN : (0 : ℝ) < Fintype.card (Lattice d L) := Nat.cast_pos.mpr Fintype.card_pos
  have hpos : 0 ≤ ∑ q, (Jhat J q - Jhat J Q) * structureFactor S q :=
    Finset.sum_nonneg fun q _ => mul_nonneg (sub_nonneg.mpr (hQ q))
      (by unfold structureFactor; positivity)
  rw [← energy_gap J hS] at hpos
  exact sub_nonneg.mp (nonneg_of_mul_nonneg_right hpos hN)

/-- A unit field has energy `N min Jhat` exactly when its structure factor is supported on
wavevectors minimizing `Jhat`. -/
theorem ground_state_iff (J : Lattice d L → ℝ) {S : Lattice d L → Fin 3 → ℝ}
    (hS : IsUnitField S) :
    energy J S = (Fintype.card (Lattice d L) : ℝ) * ⨅ q, Jhat J q ↔
    ∀ q, structureFactor S q ≠ 0 → Jhat J q = ⨅ k, Jhat J k := by
  have hN : (Fintype.card (Lattice d L) : ℝ) ≠ 0 := Nat.cast_ne_zero.mpr Fintype.card_ne_zero
  have gap := energy_gap J hS (⨅ k, Jhat J k)
  have hn : ∀ q, 0 ≤ (Jhat J q - ⨅ k, Jhat J k) * structureFactor S q := fun q =>
    mul_nonneg (sub_nonneg.mpr (ciInf_le (Set.finite_range _).bddBelow q))
      (by unfold structureFactor; positivity)
  constructor
  · intro h q hq
    -- a vanishing sum of nonnegative terms vanishes term by term
    rw [h, sub_self, mul_zero] at gap
    have h0 := (Finset.sum_eq_zero_iff_of_nonneg (fun q _ => hn q)).mp gap.symm q
      (Finset.mem_univ q)
    exact sub_eq_zero.mp ((mul_eq_zero.mp h0).resolve_right hq)
  · intro h
    have h0 : ∑ q, (Jhat J q - ⨅ k, Jhat J k) * structureFactor S q = 0 := by
      refine Finset.sum_eq_zero fun q _ => ?_
      by_cases hq : structureFactor S q = 0
      · rw [hq, mul_zero]
      · rw [sub_eq_zero.mpr (h q hq), zero_mul]
    rw [h0] at gap
    exact sub_eq_zero.mp ((mul_eq_zero.mp gap).resolve_left hN)

end

end SpiralGroundState
```

```lean
#print axioms SpiralGroundState.dft_eq_Jhat_of_even
#print axioms SpiralGroundState.spiral_is_ground_state
#print axioms SpiralGroundState.ground_state_iff
```

```
'SpiralGroundState.dft_eq_Jhat_of_even' depends on axioms: [propext, Classical.choice, Quot.sound]
'SpiralGroundState.spiral_is_ground_state' depends on axioms: [propext, Classical.choice, Quot.sound]
'SpiralGroundState.ground_state_iff' depends on axioms: [propext, Classical.choice, Quot.sound]
```

## Characters, shifts and nonnegative terms in the proof

`character_eq_wave` identifies $e^{\mathrm i\varphi_q(x)}$ with Mathlib's standard additive character of $\mathbb Z/L$. The character turns sums into products, so `cos_phase` obtains the phase rules by taking real parts. `dft_eq_Jhat_of_even` takes imaginary parts to show that the sine is odd, then reindexes with `Equiv.neg`.

In `sum_cos_phase`, `Equiv.addLeft` performs the shift of $q$, and injectivity of the character shows that the factor is not one. `Jhat_inversion` exchanges the two sums and applies this orthogonality twice.

`sum_mul_structureFactor` expands the squares for an arbitrary weight $w(q)$. `energy_gap` uses it with weight $1$ (`hP`) and weight $\hat J$ (`hE`); inside the latter, `hswap` exchanges $x$ and $y$. In `spiral_energy`, `hdot` computes the spin products and `Equiv.subRight y` makes the substitution $r=x-y$.

For the ground-state theorem, `hm` identifies the infimum with $\hat J(Q)$, and `Finset.sum_nonneg` gives the sign of the gap. In `ground_state_iff`, `Finset.sum_eq_zero_iff_of_nonneg` passes from a vanishing sum to vanishing terms. For the converse, each term is zero because either $P(q)$ or $\hat J(q)-\min_k\hat J(k)$ is zero.
